# Inclusion–exclusion for the indicator of three conditions that never all hold at once

The theorem `indicator_three` is a counting identity for real-valued indicators, equal to 1 when a condition holds and 0 otherwise; no state, operator or lattice enters it, so physically it is only the bookkeeping that avoids double counting overlapping cases. It takes decidable propositions `A`, `B`, `C`, a proposition `P` equivalent to their disjunction, and propositions `AB`, `AC`, `BC` equivalent to the pairwise conjunctions, and assumes that `A`, `B`, `C` do not all hold together. It states that the indicator of `P` equals the sum of the three single indicators minus the three pairwise ones, with no triple term. The attempt replaces `P`, `AB`, `AC`, `BC` by their equivalents through `propext` and splits into eight cases by the truth of `A`, `B`, `C`. In each case it uses `first` to try a contradiction with `h` and, failing that, `simp`.

An attempt in Lean 4 with a fault in it:

```lean
import Mathlib

open Finset

namespace HypercubicMoments

noncomputable section

/-- Inclusion-exclusion for indicators: if three conditions never hold all at once, the
indicator of their union is the sum of the three indicators minus those of the pairwise overlaps. -/
theorem indicator_three (P A B C AB AC BC : Prop) [Decidable P] [Decidable A] [Decidable B]
    [Decidable C] [Decidable AB] [Decidable AC] [Decidable BC] (hP : P ↔ A ∨ B ∨ C)
    (h1 : A ∧ B ↔ AB) (h2 : A ∧ C ↔ AC) (h3 : B ∧ C ↔ BC) (h : ¬(A ∧ B ∧ C)) :
    (if P then (1 : ℝ) else 0) =
      (if A then 1 else 0) + (if B then 1 else 0) + (if C then 1 else 0)
        - (if AB then 1 else 0) - (if AC then 1 else 0) - (if BC then 1 else 0) := by
  obtain rfl := propext hP
  obtain rfl := propext h1
  obtain rfl := propext h2
  obtain rfl := propext h3
  by_cases hA : A <;> by_cases hB : B <;> by_cases hC : C <;>
    first | exact absurd ⟨hA, hB, hC⟩ h | simp [hA, hB, hC]

end

end HypercubicMoments
```

Compiling this gives:

```
Main.lean:22:34: error: Application type mismatch: The argument
  hC
has type
  ¬C
but is expected to have type
  C
in the application
  ⟨hB, hC⟩
Main.lean:22:30: error: Application type mismatch: The argument
  hB
has type
  ¬B
but is expected to have type
  B
in the application
  And.intro hB
Main.lean:22:30: error: Application type mismatch: The argument
  hB
has type
  ¬B
but is expected to have type
  B
in the application
  And.intro hB
Main.lean:22:26: error: Application type mismatch: The argument
  hA
has type
  ¬A
but is expected to have type
  A
in the application
  And.intro hA
Main.lean:22:26: error: Application type mismatch: The argument
  hA
has type
  ¬A
but is expected to have type
  A
in the application
  And.intro hA
Main.lean:22:26: error: Application type mismatch: The argument
  hA
has type
  ¬A
but is expected to have type
  A
in the application
  And.intro hA
Main.lean:22:26: error: Application type mismatch: The argument
  hA
has type
  ¬A
but is expected to have type
  A
in the application
  And.intro hA
```

Diagnosis. All seven messages point into the term `⟨hA, hB, hC⟩`, which must prove `A ∧ B ∧ C`. It type-checks only where all three hold. In the other seven cases some hypothesis is a negation, and the first such one is reported: `hC : ¬C` once (`A`, `B` true), `hB : ¬B` twice (`A` true, `B` false), `hA : ¬A` four times.

These mismatches were expected; `first` was meant to discard them and run `simp`. It moves on only when an alternative fails outright. The messages come from the first alternative, none from `simp`: the mismatch inside the anonymous constructor was logged as an error and kept, instead of triggering the fallback.

The repair removes `first` and addresses the cases by position. The split puts the all-true case first, and the bullet closes it with `(h ⟨hA, hB, hC⟩).elim`: `h` applied to the triple gives `False`, the same argument as `absurd`. The triple is now elaborated only where it is well typed. `all_goals simp [hA, hB, hC]` then handles the remaining seven cases, where the hypotheses decide every `if` and the arithmetic in ℝ closes.

After these edits no error is left:

```diff
@@ -19,6 +19,7 @@
   obtain rfl := propext h2
   obtain rfl := propext h3
-  by_cases hA : A <;> by_cases hB : B <;> by_cases hC : C <;>
-    first | exact absurd ⟨hA, hB, hC⟩ h | simp [hA, hB, hC]
+  by_cases hA : A <;> by_cases hB : B <;> by_cases hC : C
+  · exact (h ⟨hA, hB, hC⟩).elim
+  all_goals simp [hA, hB, hC]
 
 end
```
